# The first strong-coupling correction to the Lieb–Liniger ground-state energy from the Bethe equations

## Rapidities, quantum numbers and units

Consider $N$ bosons with repulsive contact interaction on a ring of length $L>0$. With $\hbar=2m=1$ the Hamiltonian is $-\sum_j\partial_{x_j}^2+2c\sum_{j<l}\delta(x_j-x_l)$, where $c>0$ is the coupling. The Bethe ansatz describes an eigenstate by real rapidities $k_j$ that satisfy

$$L k_j+2\sum_l\arctan\frac{k_j-k_l}{c}=2\pi I_j .$$

Labels run from $0$ to $N-1$, and the term $l=j$ vanishes. The numbers $I_j$ are the quantum numbers of the state, and its energy is $E=\sum_j k_j^2$. The ground state has $I_j=j+1-\tfrac{N+1}{2}$, which is the familiar $j-\tfrac{N+1}{2}$ when labels start at one.

Write $q_j=2\pi I_j/L$ for the free-fermion rapidities. For even $N$ the ground-state $I_j$ are half-integers, so these fermions obey antiperiodic boundary conditions.

## The energy shift derived by hand

Let $k(c)$ solve the Bethe equations with the ground-state quantum numbers for every $c>0$, at fixed $N$ and $L$. Then

$$c\,\bigl(E(c)-E_0\bigr)\to-\frac{4NE_0}{L},\qquad E_0=\frac{\pi^2N(N^2-1)}{3L^2}\qquad(c\to\infty).$$

**The rapidities become free.** Each arctangent is at most $\pi/2$ in size, so $|k_j|\le(2\pi|I_j|+N\pi)/L$ for all $c>0$. Hence $(k_j-k_l)/c\to0$, every phase vanishes, and the Bethe equations give $k_j\to q_j$.

**The phases linearise.** Write $\arctan u=u\,g(u)$ with $g$ continuous and $g(0)=1$. If $x(c)\to a$, then $c\arctan(x(c)/c)=x(c)\,g(x(c)/c)\to a$. Taking $x=k_j-k_l$ and rearranging the Bethe equation,

$$c(k_j-q_j)=-\frac2L\sum_l c\arctan\frac{k_j-k_l}{c}\to-\frac2L\sum_l(q_j-q_l).$$

**The energy follows.** Since $k_j^2-q_j^2=(k_j-q_j)(k_j+q_j)$ and $k_j+q_j\to2q_j$,

$$c\sum_j(k_j^2-q_j^2)\to-\frac4L\sum_{j,l}q_j(q_j-q_l)=-\frac4L\Bigl(N\sum_jq_j^2-\bigl(\sum_jq_j\bigr)^2\Bigr).$$

**The ground-state sums.** Here $\sum_jI_j=\tfrac{N(N+1)}2-\tfrac{N(N+1)}2=0$, and

$$\sum_jI_j^2=\frac{N(N+1)(2N+1)}6-\frac{N(N+1)^2}4=\frac{N(N^2-1)}{12}.$$

Therefore $\sum_jq_j=0$ and $\sum_jq_j^2=(2\pi/L)^2N(N^2-1)/12=E_0$, which gives the claim.

For this finite gas with contact interaction, the limit supplies a check on numerical Bethe-equation solvers at large $c$.

## Two particles in numbers

Take $N=2$ and $L=1$, with rapidities $-q$ and $q$. Without an index, $q$ is the interacting rapidity; the free ones are $q_0=-\pi$ and $q_1=\pi$. Both Bethe equations reduce to $q+2\arctan(2q/c)=\pi$. Here $E_0=2\pi^2\approx19.739$, and the predicted limit is $-16\pi^2\approx-157.9$.

At $c=100$, linearising the arctangent gives $q\approx\pi/1.04\approx3.0208$; its cubic term raises this to $3.0209$. Then $E=2q^2\approx18.252$ and $c(E-E_0)\approx-148.7$. At $c=1000$ the same steps give about $-157.0$.

## Uniqueness and the sign of the coupling

For $c>0$ the quantum numbers fix the rapidities. Given two solutions $k,k'$, choose $m$ where $k_m-k'_m$ is largest. Then $k_m-k_l\ge k'_m-k'_l$ for every $l$, so the phase sum at $m$ is at least as large for $k$ as for $k'$. Subtracting the two Bethe equations at $m$ gives $L(k_m-k'_m)\le0$. Thus $k_j\le k'_j$ for all $j$, and exchanging the solutions gives equality.

For $c<0$ uniqueness can fail. The following example concerns the equations alone, since the quantum numbers of two bosons are half-integers, not integers. Take $N=2$, $L=1$, $c=-\pi$ and $I=(0,0)$. Then $k=(0,0)$ is a solution, but so is $k=(-\pi/2,\pi/2)$: its second equation reads $\pi/2+2\arctan(-1)=0$, and the first is its negative.

## The Bethe equations in Lean

The quantum numbers `I` and the rapidities are real-valued functions on `Fin N`, whose labels start at zero.

```lean
import Mathlib

open Real Filter Topology

namespace LiebLinigerStrongCoupling

noncomputable section

variable {N : ℕ} {L : ℝ} {I : Fin N → ℝ}
```

`IsBethe L c I k` says that all $N$ Bethe equations hold. The development starts from these equations; it contains neither the Hamiltonian nor the Bethe wavefunctions.

```lean
/-- The Bethe equations of the Lieb-Liniger gas for rapidities `k` and quantum numbers `I`,
on a ring of length `L` with coupling `c > 0`. -/
def IsBethe (L c : ℝ) (I k : Fin N → ℝ) : Prop :=
  ∀ j, L * k j + 2 * ∑ l, arctan ((k j - k l) / c) = 2 * π * I j
```

The next definitions are the energy $\sum_jk_j^2$ and the free rapidities $q_j$.

```lean
/-- The energy of a set of rapidities, in units where a particle of momentum `k` has
energy `k ^ 2`. -/
def energy (k : Fin N → ℝ) : ℝ := ∑ j, k j ^ 2

/-- The rapidities `2 π I_j / L` of free fermions on a ring of length `L > 0`. -/
def freeRapidity (L : ℝ) (I : Fin N → ℝ) (j : Fin N) : ℝ := 2 * π * I j / L
```

The ground-state quantum numbers are entered explicitly. That they select the lowest level is physical input, not a theorem here. `tonksEnergy` is $E_0$, the energy in the limit of impenetrable bosons.

```lean
/-- The ground-state quantum numbers `j - (N + 1) / 2` for `j = 1, ..., N`;
the label in `Fin N` starts at zero. -/
def groundI (N : ℕ) (j : Fin N) : ℝ := ((j : ℕ) : ℝ) + 1 - ((N : ℝ) + 1) / 2

/-- The energy `π² N (N² - 1) / (3 L²)` on a ring of length `L > 0`. -/
def tonksEnergy (N : ℕ) (L : ℝ) : ℝ := π ^ 2 * N * ((N : ℝ) ^ 2 - 1) / (3 * L ^ 2)
```

## Uniqueness by comparison at the largest difference

In the proof, `key` is the one-sided inequality from the argument above. `Finite.exists_max` chooses $m$, and monotonicity of the arctangent compares the phase sums term by term. Applying `key` in both directions gives equality.

```lean
/-- For `L > 0` and `c > 0`, the quantum numbers determine the rapidities uniquely. -/
theorem bethe_unique {c : ℝ} (hL : 0 < L) (hc : 0 < c) {k k' : Fin N → ℝ}
    (h : IsBethe L c I k) (h' : IsBethe L c I k') : k = k' := by
  have key : ∀ p q : Fin N → ℝ, IsBethe L c I p → IsBethe L c I q → ∀ j, p j ≤ q j := by
    intro p q hp hq j
    have : Nonempty (Fin N) := ⟨j⟩
    -- compare the two solutions where their difference is largest
    obtain ⟨m, hm⟩ := Finite.exists_max (fun i => p i - q i)
    have hs : ∑ l, arctan ((q m - q l) / c) ≤ ∑ l, arctan ((p m - p l) / c) := by
      refine Finset.sum_le_sum fun l _ => Real.arctan_strictMono.monotone ?_
      have hl : p l - q l ≤ p m - q m := hm l
      exact div_le_div_of_nonneg_right (by linarith) hc.le
    have h1 := hp m
    have h2 := hq m
    have h3 : L * (p m - q m) ≤ 0 := by linarith
    have h4 : p m - q m ≤ 0 := by
      by_contra hh
      exact absurd (mul_pos hL (not_le.1 hh)) (not_lt_of_ge h3)
    have hj : p j - q j ≤ p m - q m := hm j
    linarith
  funext j
  exact le_antisymm (key k k' h h' j) (key k' k h' h j)
```

## From bounded phases to the first-order shift

Apart from `phase_linearizes`, which concerns a single real function, the limit theorems take a family `k : ℝ → Fin N → ℝ` and assume `∀ c > 0, IsBethe L c I (k c)`. Continuity in $c$ is not assumed, and values at $c\le0$ play no role. `Tendsto … atTop (𝓝 a)` means convergence to $a$ as $c\to\infty$.

In the first of them, `hb` is the uniform bound on the rapidities, `hz` gives $k_i/c\to0$, and `ha` makes each phase vanish. The Bethe equation then yields the limit $q_j$.

```lean
/-- For `L > 0` and rapidities that solve the Bethe equations at every `c > 0`, each rapidity tends
to its free-fermion value as `c` grows. -/
theorem rapidity_tendsto (hL : 0 < L) {k : ℝ → Fin N → ℝ}
    (h : ∀ c > 0, IsBethe L c I (k c)) (j : Fin N) :
    Tendsto (fun c => k c j) atTop (𝓝 (freeRapidity L I j)) := by
  -- bounded phases keep the rapidities bounded
  have hb : ∀ i, ∀ c > 0, |k c i| ≤ (|2 * π * I i| + N * π) / L := by
    intro i c hc
    have e := h c hc i
    have hs : |∑ l, arctan ((k c i - k c l) / c)| ≤ N * (π / 2) := by
      calc |∑ l, arctan ((k c i - k c l) / c)|
          ≤ ∑ l, |arctan ((k c i - k c l) / c)| := Finset.abs_sum_le_sum_abs _ _
        _ ≤ ∑ _l : Fin N, π / 2 := Finset.sum_le_sum fun l _ =>
            abs_le.2 ⟨(neg_pi_div_two_lt_arctan _).le, (arctan_lt_pi_div_two _).le⟩
        _ = N * (π / 2) := by simp
    have hs' := abs_le.1 hs
    have e1 : |k c i| * L = |L * k c i| := by rw [abs_mul, abs_of_pos hL, mul_comm]
    rw [le_div_iff₀ hL, e1, abs_le]
    constructor <;> linarith [hs'.1, hs'.2, neg_abs_le (2 * π * I i), le_abs_self (2 * π * I i)]
  have hz : ∀ i, Tendsto (fun c => k c i / c) atTop (𝓝 0) := by
    intro i
    refine squeeze_zero_norm' (a := fun c => (|2 * π * I i| + N * π) / L / c) ?_
      (tendsto_const_nhds.div_atTop tendsto_id)
    filter_upwards [eventually_gt_atTop 0] with c hc
    rw [Real.norm_eq_abs, abs_div, abs_of_pos hc]
    exact div_le_div_of_nonneg_right (hb i c hc) hc.le
  -- hence every scattering phase vanishes
  have ha : ∀ l, Tendsto (fun c => arctan ((k c j - k c l) / c)) atTop (𝓝 0) := by
    intro l
    have hd := (hz j).sub (hz l)
    rw [sub_zero] at hd
    have ht := (Real.continuous_arctan.tendsto 0).comp hd
    rw [Real.arctan_zero] at ht
    refine ht.congr fun c => ?_
    simp only [Function.comp_apply, sub_div]
  have hs : Tendsto (fun c => ∑ l, arctan ((k c j - k c l) / c)) atTop (𝓝 0) := by
    simpa using tendsto_finsetSum Finset.univ (fun l _ => ha l)
  have ht := ((tendsto_const_nhds (x := 2 * π * I j)).sub (hs.const_mul 2)).div_const L
  rw [mul_zero, sub_zero] at ht
  refine ht.congr' ?_
  filter_upwards [eventually_gt_atTop 0] with c hc
  have e := h c hc j
  rw [div_eq_iff hL.ne']
  linarith
```

The function $g$ of the derivation is `dslope arctan 0`, the difference quotient at zero with the derivative filled in at the point itself. Its continuity there gives the linearisation.

```lean
/-- If `x(c)` tends to `a` as `c` grows, then `c arctan (x(c) / c)` tends to `a` as well. -/
theorem phase_linearizes {x : ℝ → ℝ} {a : ℝ} (hx : Tendsto x atTop (𝓝 a)) :
    Tendsto (fun c => c * arctan (x c / c)) atTop (𝓝 a) := by
  -- the difference quotient of arctan at zero tends to one
  have hg : Tendsto (dslope arctan 0) (𝓝 0) (𝓝 1) := by
    have h1 : ContinuousAt (dslope arctan 0) 0 :=
      continuousAt_dslope_same.2 (Real.hasDerivAt_arctan 0).differentiableAt
    have h2 : dslope arctan 0 0 = 1 := by
      rw [dslope_same, (Real.hasDerivAt_arctan 0).deriv]
      norm_num
    have h3 := h1.tendsto
    rwa [h2] at h3
  have hq : Tendsto (fun c => x c / c) atTop (𝓝 0) := hx.div_atTop tendsto_id
  have ht := hx.mul (hg.comp hq)
  rw [mul_one] at ht
  refine ht.congr' ?_
  filter_upwards [eventually_gt_atTop 0] with c hc
  have e := sub_smul_dslope arctan 0 (x c / c)
  simp only [sub_zero, smul_eq_mul, Real.arctan_zero] at e
  have hcx : c * (x c / c) = x c := by field_simp
  show x c * dslope arctan 0 (x c / c) = c * arctan (x c / c)
  rw [← e, ← mul_assoc, hcx]
```

Summing these limits over `l` and multiplying by $-2/L$ gives the shift of one rapidity. The final `linear_combination` is the rearranged Bethe equation, multiplied by $c$.

```lean
/-- For `L > 0` and rapidities that solve the Bethe equations at every `c > 0`, the coefficient of
the first correction in `1 / c` to rapidity `j` is `-2 / L` times the sum over `l` of the signed
differences `q_j - q_l` of the free-fermion rapidities. -/
theorem rapidity_shift (hL : 0 < L) {k : ℝ → Fin N → ℝ}
    (h : ∀ c > 0, IsBethe L c I (k c)) (j : Fin N) :
    Tendsto (fun c => c * (k c j - freeRapidity L I j)) atTop
      (𝓝 (-(2 / L) * ∑ l, (freeRapidity L I j - freeRapidity L I l))) := by
  have hs := tendsto_finsetSum Finset.univ (fun l (_ : l ∈ Finset.univ) =>
    phase_linearizes ((rapidity_tendsto hL h j).sub (rapidity_tendsto hL h l)))
  refine (hs.const_mul (-(2 / L))).congr' ?_
  filter_upwards [eventually_gt_atTop 0] with c hc
  have e := h c hc j
  have hi : L * L⁻¹ = 1 := mul_inv_cancel₀ hL.ne'
  simp only [← Finset.mul_sum, freeRapidity]
  linear_combination (-c / L) * e + c * k c j * hi
```

## The energy law for arbitrary quantum numbers

`energy_shift` holds for any real `I`, so it also covers excited states, provided a solution is given for every $c>0$. The proof multiplies the limit of $c(k_j-q_j)$ by that of $k_j+q_j$ and sums. `hlim` evaluates the resulting double sum, and the last lines factor the difference of squares.

```lean
/-- The first correction in `1 / c` to the energy, in terms of the free-fermion energy and total
momentum, for `L > 0` and any real `I` for which `k c` solves the Bethe equations at every `c > 0`.
-/
theorem energy_shift (hL : 0 < L) {k : ℝ → Fin N → ℝ}
    (h : ∀ c > 0, IsBethe L c I (k c)) :
    Tendsto (fun c => c * (energy (k c) - energy (freeRapidity L I))) atTop
      (𝓝 (-(4 / L) * (N * energy (freeRapidity L I) - (∑ j, freeRapidity L I j) ^ 2))) := by
  have hs := tendsto_finsetSum Finset.univ (fun j (_ : j ∈ Finset.univ) =>
    (rapidity_shift hL h j).mul ((rapidity_tendsto hL h j).add_const (freeRapidity L I j)))
  have hlim : ∑ j, (-(2 / L) * ∑ l, (freeRapidity L I j - freeRapidity L I l)) *
      (freeRapidity L I j + freeRapidity L I j) =
      -(4 / L) * (N * energy (freeRapidity L I) - (∑ j, freeRapidity L I j) ^ 2) := by
    have ht : ∀ j, (-(2 / L) * ∑ l, (freeRapidity L I j - freeRapidity L I l)) *
        (freeRapidity L I j + freeRapidity L I j) =
        (-(4 / L) * N) * freeRapidity L I j ^ 2 +
          (4 / L * ∑ l, freeRapidity L I l) * freeRapidity L I j := by
      intro j
      rw [Finset.sum_sub_distrib, Finset.sum_const, Finset.card_univ, Fintype.card_fin,
        nsmul_eq_mul]
      ring
    rw [Finset.sum_congr rfl fun j _ => ht j, Finset.sum_add_distrib]
    simp only [← Finset.mul_sum, energy]
    ring
  rw [hlim] at hs
  refine hs.congr fun c => ?_
  -- factor the difference of squares
  unfold energy
  rw [← Finset.sum_sub_distrib, Finset.mul_sum]
  exact Finset.sum_congr rfl fun j _ => by ring
```

## The ground state

The two sums over quantum numbers are proved by induction, with a general offset `a` in place of $(N+1)/2$.

```lean
/-- The ground-state quantum numbers sum to zero, and their squares sum to
`N (N² - 1) / 12`. -/
theorem groundI_sums (N : ℕ) :
    ∑ j, groundI N j = 0 ∧ ∑ j, groundI N j ^ 2 = N * ((N : ℝ) ^ 2 - 1) / 12 := by
  have h1 : ∀ (a : ℝ) (n : ℕ), ∑ i ∈ Finset.range n, ((i : ℝ) + 1 - a) =
      n * (n + 1) / 2 - n * a := by
    intro a n
    induction n with
    | zero => simp
    | succ n ih => rw [Finset.sum_range_succ, ih]; push_cast; ring
  have h2 : ∀ (a : ℝ) (n : ℕ), ∑ i ∈ Finset.range n, ((i : ℝ) + 1 - a) ^ 2 =
      n * (n + 1) * (2 * n + 1) / 6 - a * n * (n + 1) + n * a ^ 2 := by
    intro a n
    induction n with
    | zero => simp
    | succ n ih => rw [Finset.sum_range_succ, ih]; push_cast; ring
  unfold groundI
  constructor
  · rw [Fin.sum_univ_eq_sum_range (fun i : ℕ => (i : ℝ) + 1 - ((N : ℝ) + 1) / 2) N, h1]
    ring
  · rw [Fin.sum_univ_eq_sum_range (fun i : ℕ => ((i : ℝ) + 1 - ((N : ℝ) + 1) / 2) ^ 2) N, h2]
    ring
```

In the main theorem, `hP` states that the total free momentum is zero and `hE` that the free energy is $E_0$. Substituting both into `energy_shift` gives the result. It includes $N=0$ and $N=1$, where both sides are zero. The limit is taken at fixed $N$ and $L$, so the theorem gives no error bound at finite $c$ and no control of the thermodynamic limit.

```lean
/-- Strong-coupling law for the Lieb-Liniger ground state on a ring of length `L > 0`:
`c (E(c) - E0)` tends to `-4 N E0 / L`, where `E0 = π² N (N² - 1) / (3 L²)`. -/
theorem ground_energy_strong_coupling (hL : 0 < L) {k : ℝ → Fin N → ℝ}
    (h : ∀ c > 0, IsBethe L c (groundI N) (k c)) :
    Tendsto (fun c => c * (energy (k c) - tonksEnergy N L)) atTop
      (𝓝 (-4 * N * tonksEnergy N L / L)) := by
  obtain ⟨s1, s2⟩ := groundI_sums N
  have hP : ∑ j, freeRapidity L (groundI N) j = 0 := by
    simp only [freeRapidity]
    rw [← Finset.sum_div, ← Finset.mul_sum, s1, mul_zero, zero_div]
  have hE : energy (freeRapidity L (groundI N)) = tonksEnergy N L := by
    have ht : ∀ j, freeRapidity L (groundI N) j ^ 2 = (2 * π / L) ^ 2 * groundI N j ^ 2 := by
      intro j
      unfold freeRapidity
      ring
    unfold energy tonksEnergy
    rw [Finset.sum_congr rfl fun j _ => ht j, ← Finset.mul_sum, s2]
    ring
  have hs := energy_shift hL h
  rw [hP, hE] at hs
  convert hs using 2
  ring
```

## A solution for two particles at every coupling

The main theorem assumes a family of solutions. For $N=2$ the last theorem supplies one. The function $Lq+2\arctan(2q/c)$ is $0$ at $q=0$ and at least $\pi$ at $q=\pi/L$, so the intermediate value theorem finds a $q$ where it equals $\pi$. This $q$ is nonzero, and the oddness of the arctangent turns the single equation into both Bethe equations for `![-q, q]`.

```lean
/-- For two particles, `L > 0` and every `c > 0`, the ground-state Bethe equations have a
solution with opposite nonzero rapidities `-q` and `q`, where `q ≤ π / L`. -/
theorem two_particle_witness {c : ℝ} (hL : 0 < L) (hc : 0 < c) :
    ∃ q ∈ Set.Ioc 0 (π / L), IsBethe L c (groundI 2) ![-q, q] := by
  have hcont : Continuous (fun q : ℝ => L * q + 2 * arctan (2 * q / c)) :=
    (continuous_const.mul continuous_id).add (continuous_const.mul
      (Real.continuous_arctan.comp ((continuous_const.mul continuous_id).div_const c)))
  have hp : 0 < π / L := div_pos Real.pi_pos hL
  have hend : π ≤ L * (π / L) + 2 * arctan (2 * (π / L) / c) := by
    have h1 : L * (π / L) = π := by field_simp
    have h2 : 0 ≤ arctan (2 * (π / L) / c) := by
      rw [← Real.arctan_zero]
      exact Real.arctan_strictMono.monotone (by positivity)
    linarith
  -- the intermediate value theorem supplies the rapidity
  obtain ⟨q, hq, he⟩ := intermediate_value_Icc hp.le hcont.continuousOn
    (show π ∈ Set.Icc _ _ from ⟨by simpa using Real.pi_pos.le, hend⟩)
  have he' : L * q + 2 * arctan (2 * q / c) = π := he
  have hq0 : q ≠ 0 := by
    rintro rfl
    simp only [mul_zero, zero_div, Real.arctan_zero, add_zero] at he'
    exact Real.pi_pos.ne he'
  refine ⟨q, ⟨lt_of_le_of_ne hq.1 hq0.symm, hq.2⟩, ?_⟩
  have g0 : groundI 2 0 = -1 / 2 := by norm_num [groundI]
  have g1 : groundI 2 1 = 1 / 2 := by norm_num [groundI]
  have e1 : (-q - q) / c = -(2 * q / c) := by ring
  have e2 : (q - -q) / c = 2 * q / c := by ring
  unfold IsBethe
  rw [Fin.forall_fin_two]
  simp only [Fin.sum_univ_two, Matrix.cons_val_zero, Matrix.cons_val_one, g0, g1, e1, e2,
    sub_self, zero_div, Real.arctan_zero, Real.arctan_neg]
  constructor <;> linarith

end

end LiebLinigerStrongCoupling
```

```lean
#print axioms LiebLinigerStrongCoupling.bethe_unique
#print axioms LiebLinigerStrongCoupling.ground_energy_strong_coupling
```

```
'LiebLinigerStrongCoupling.bethe_unique' depends on axioms: [propext, Classical.choice, Quot.sound]
'LiebLinigerStrongCoupling.ground_energy_strong_coupling' depends on axioms: [propext, Classical.choice, Quot.sound]
```
